# Fractional translations with a common denominator coprime to the point-group order can be removed by a shift of origin

In a space group, an operation may join a rotation or reflection to a translation by a fraction of a lattice vector. The theorem `exists_symmorphic_origin` takes a finite point group `H` of integer matrices in `n` dimensions, with translation parts `t g` that are compatible up to lattice vectors, and supposes that `k` times each `t g` is a lattice vector for some `k` coprime to the order `N` of `H`. It states that there is then an origin `p` for which every new translation part, `t g + g p - p`, is a lattice vector. The proof takes integers with `a k + b N = 1` and sets `p = b S`, where `S` is the sum of all the translation parts. The new translation part is then `a` times `k t g` plus `b` times `N t g + g S - S`, and the lemma before it shows that the latter is a lattice vector too.

The first attempt, which Lean rejects:

```lean
import Mathlib

open Matrix

namespace ExistsSymmorphicOrigin

noncomputable section

/-- Unimodular integer `n` by `n` matrices. In a lattice basis, the linear part of every space-group
operation is one of these. -/
abbrev Unimodular (n : ℕ) := (Matrix (Fin n) (Fin n) ℤ)ˣ

/-- The lattice translations: vectors whose coordinates in the lattice basis are integers. -/
def lattice (n : ℕ) : AddSubgroup (Fin n → ℝ) where
  carrier := {v | ∃ m : Fin n → ℤ, ∀ i, v i = (m i : ℝ)}
  zero_mem' := ⟨0, fun i => by simp⟩
  add_mem' := by
    rintro a b ⟨k, hk⟩ ⟨m, hm⟩
    exact ⟨k + m, fun i => by simp [hk i, hm i]⟩
  neg_mem' := by
    rintro a ⟨k, hk⟩
    exact ⟨-k, fun i => by simp [hk i]⟩

variable {n : ℕ}

/-- The linear action of a unimodular matrix on real coordinate vectors. -/
def rot (g : Unimodular n) : (Fin n → ℝ) →ₗ[ℝ] (Fin n → ℝ) :=
  Matrix.mulVecLin (g.val.map (Int.castRingHom ℝ))

/-- The translation part `w + g p - p` of the operation `{g | w}` for the origin `p`. -/
def newTranslation (g : Unimodular n) (w p : Fin n → ℝ) : Fin n → ℝ := w + rot g p - p

/-- Translation parts `t` are compatible with the point group `H` if
`t (g h) - t g - g t h` is a lattice vector for all `g` and `h` in `H`. -/
def IsTranslationSystem (H : Subgroup (Unimodular n)) (t : H → Fin n → ℝ) : Prop :=
  ∀ g h : H, t (g * h) - t g - rot g (t h) ∈ lattice n

/-- For compatible translation parts of a finite point group of order `N`, with sum `S`,
the vector `N t g + g S - S` is a lattice vector for every `g`. -/
theorem sum_translations {H : Subgroup (Unimodular n)} [Fintype H] {t : H → Fin n → ℝ}
    (ht : IsTranslationSystem H t) (g : H) :
    (Fintype.card H : ℝ) • t g + rot g (∑ h, t h) - ∑ h, t h ∈ lattice n := by
  -- left multiplication by `g` only permutes the group
  have hperm : ∑ h, t (g * h) = ∑ h, t h :=
    Fintype.sum_equiv (Equiv.mulLeft g) _ _ (fun _ => rfl)
  have hs : ∑ h, (t (g * h) - t g - rot g (t h)) ∈ lattice n :=
    sum_mem (fun h _ => ht g h)
  rw [Finset.sum_sub_distrib, Finset.sum_sub_distrib, hperm, Finset.sum_const,
    Finset.card_univ] at hs
  convert neg_mem hs using 1
  rw [map_sum, Nat.cast_smul_eq_nsmul]
  abel

/-- If `k t g` is a lattice vector for every `g`, with `k` coprime to the order of the finite
point group, then some origin turns all the compatible translation parts into lattice vectors. -/
theorem exists_symmorphic_origin {H : Subgroup (Unimodular n)} [Fintype H]
    {t : H → Fin n → ℝ} (ht : IsTranslationSystem H t) {k : ℕ}
    (hk : Nat.Coprime k (Fintype.card H)) (hkt : ∀ g, (k : ℝ) • t g ∈ lattice n) :
    ∃ p, ∀ g : H, newTranslation g (t g) p ∈ lattice n := by
  obtain ⟨a, b, hab⟩ := Nat.isCoprime_iff_coprime.mpr hk
  have habR : (a : ℝ) * k + b * (Fintype.card H : ℝ) = 1 := by exact_mod_cast hab
  refine ⟨(b : ℝ) • ∑ h, t h, fun g => ?_⟩
  -- combine the two integral vectors with the Bézout coefficients
  convert add_mem (zsmul_mem (hkt g) a) (zsmul_mem (sum_translations ht g) b) using 1
  rw [newTranslation, map_smul]
  ext i
  simp only [Pi.add_apply, Pi.sub_apply, Pi.smul_apply, smul_eq_mul, zsmul_eq_mul]
  linear_combination (-(t g i)) * habR

end

end ExistsSymmorphicOrigin
```

Messages:

```
Main.lean:68:2: error: ring failed, ring expressions not equal
n : ℕ
H : Subgroup (Unimodular n)
inst✝ : Fintype ↥H
t : ↥H → Fin n → ℝ
ht : IsTranslationSystem H t
k : ℕ
hk : k.Coprime (Fintype.card ↥H)
hkt : ∀ (g : ↥H), ↑k • t g ∈ lattice n
a b : ℤ
hab : a * ↑k + b * ↑(Fintype.card ↥H) = 1
habR : ↑a * ↑k + ↑b * ↑(Fintype.card ↥H) = 1
g : ↥H
i : Fin n
⊢ t g i * ↑b * ↑(Fintype.card ↥H) + t g i * ↑a * ↑k + ↑b * (rot ↑g) (∑ h, t h) i - ↑b * (∑ h, t h) i -
        (↑a * ↑k • t g) i -
      (↑b * (↑(Fintype.card ↥H) • t g + (rot ↑g) (∑ h, t h) - ∑ h, t h)) i =
    0
```

The repair, with which the file compiles:

```diff
@@ -62,8 +62,15 @@
   refine ⟨(b : ℝ) • ∑ h, t h, fun g => ?_⟩
   -- combine the two integral vectors with the Bézout coefficients
-  convert add_mem (zsmul_mem (hkt g) a) (zsmul_mem (sum_translations ht g) b) using 1
+  have ha : (a : ℝ) • ((k : ℝ) • t g) ∈ lattice n := by
+    rw [Int.cast_smul_eq_zsmul]
+    exact zsmul_mem (hkt g) a
+  have hb : (b : ℝ) • ((Fintype.card H : ℝ) • t g + rot g (∑ h, t h) - ∑ h, t h)
+      ∈ lattice n := by
+    rw [Int.cast_smul_eq_zsmul]
+    exact zsmul_mem (sum_translations ht g) b
+  convert add_mem ha hb using 1
   rw [newTranslation, map_smul]
   ext i
-  simp only [Pi.add_apply, Pi.sub_apply, Pi.smul_apply, smul_eq_mul, zsmul_eq_mul]
+  simp only [Pi.add_apply, Pi.sub_apply, Pi.smul_apply, smul_eq_mul]
   linear_combination (-(t g i)) * habR
 
```

Cause. The algebra is right, but `ring` cannot see inside two of the terms. `zsmul_mem` gives multiples by the integers `a` and `b`, and the vectors they multiply are functions `Fin n → ℝ`, which themselves form a ring. So `zsmul_eq_mul` could rewrite each multiple as a product of functions, with the integer cast to a constant function, before `Pi.smul_apply` had taken the `i`th component. The `simp only` list has no `Pi.mul_apply` to evaluate such a product at `i`, so terms like `(↑a * ↑k • t g) i` stayed closed, and `ring` treated them as unknowns.

The repair states the two memberships first, as `ha` and `hb`, with `a` and `b` cast to real numbers. `Int.cast_smul_eq_zsmul` turns each real multiple back into the integer one, which `zsmul_mem` proves. `convert` now meets only real multiples of vectors, which `Pi.smul_apply` and `smul_eq_mul` reduce to products of real numbers, and the same `linear_combination` closes the goal. Dropping `zsmul_eq_mul` from the list is mere tidying, since no integer multiples are left there.
